# Two mutually polarizing dipoles: the iteration converges from every start exactly when 4ab < r⁶

Take two polarizable sites with no external field, and put a dipole of size 1, directed along the line through the two sites, on the first site and none on the second. Let \(a, b > 0\) be the polarizabilities and \(r > 0\) the distance. In Gaussian units, a dipole \(m\) produces the field \(2m/r^3\) on its axis, so updating both sites simultaneously gives

\[
(1,0)\;\mapsto\;\Bigl(0,\tfrac{2b}{r^3}\Bigr)\;\mapsto\;\Bigl(\tfrac{4ab}{r^6},0\Bigr).
\]

The dipole has moved to the other site and back, and has been multiplied by \(q = 4ab/r^6\). If \(q<1\) it dies out; if \(q=1\) it hops back and forth forever; if \(q>1\) it grows. An external field does not change this factor, because it cancels from the difference of two runs.

The same simultaneous update, applied to many sites, is one way to solve for induced dipoles in polarizable force fields. The results below concern two undamped point dipoles with linear response.

```lean
import Mathlib

open Filter Topology

namespace DipoleIteration

noncomputable section
```

## The update and its feedback factor

In an external field \(E\) along the common axis, each site responds to \(E\) plus the field of the other dipole:

\[
F(m_1,m_2)=\Bigl(a\bigl(E+\tfrac{2m_2}{r^3}\bigr),\; b\bigl(E+\tfrac{2m_1}{r^3}\bigr)\Bigr).
\]

A dipole pair is an element of `ℝ × ℝ`, with `m.1` and `m.2` for \(m_1\) and \(m_2\). The coefficient \(2/r^3\) fixes Gaussian-type units, in which polarizabilities are volumes. The constants \(a\) and \(b\) stand for the linear response of each site along the axis; saturation and short-range damping are absent.

```lean
/-- One simultaneous update of two collinear induced dipoles with polarizabilities `a`, `b`
at distance `r` in the external field `E` along their axis. -/
def dipoleStep (a b r E : ℝ) (m : ℝ × ℝ) : ℝ × ℝ :=
  (a * (E + 2 * m.2 / r ^ 3), b * (E + 2 * m.1 / r ^ 3))
```

The factor found above gets its own name.

```lean
/-- The feedback factor `4ab/r⁶` of the mutual polarization. -/
def feedback (a b r : ℝ) : ℝ := 4 * a * b / r ^ 6
```

A self-consistent pair satisfies \(F(m)=m\). Inserting the second equation into the first gives

\[
m_1 = aE + \frac{2abE}{r^3} + q\,m_1,
\qquad\text{so}\qquad
m_1=\frac{E\,(a+2ab/r^3)}{1-q}
\]

when \(q\neq1\). Exchanging \(a\) and \(b\) gives \(m_2\). Call this pair \(m^*\).

```lean
/-- The closed formula for the pair of self-consistent induced dipoles, valid when the feedback
factor is not one. -/
def inducedDipoles (a b r E : ℝ) : ℝ × ℝ :=
  (E * (a + 2 * a * b / r ^ 3) / (1 - feedback a b r),
   E * (b + 2 * a * b / r ^ 3) / (1 - feedback a b r))
```

## Two updates multiply every difference by q

For two pairs \(m\) and \(m'\), the field cancels:

\[
F(m)-F(m')=\Bigl(\tfrac{2a}{r^3}(m_2-m_2'),\;\tfrac{2b}{r^3}(m_1-m_1')\Bigr).
\]

A second update exchanges the components again and supplies the missing factor, so \(F^2(m)-F^2(m')=q\,(m-m')\). The proof checks this identity component by component with `ring`.

```lean
/-- Two updates multiply the difference of two dipole pairs by the feedback factor. -/
theorem two_step_difference (a b r E : ℝ) (m m' : ℝ × ℝ) :
    dipoleStep a b r E (dipoleStep a b r E m) - dipoleStep a b r E (dipoleStep a b r E m')
      = feedback a b r • (m - m') := by
  apply Prod.ext <;>
    simp only [dipoleStep, feedback, Prod.fst_sub, Prod.snd_sub, Prod.smul_fst,
      Prod.smul_snd, smul_eq_mul] <;> ring
```

By induction on \(n\),

\[
F^{2n}(m)-F^{2n}(m')=q^n(m-m').
\]

In Lean, `(dipoleStep a b r E)^[2 * n]` is the \(2n\)-fold update. The induction step peels off two updates and applies the previous identity.

```lean
/-- After `2n` updates the difference of two runs is the initial difference times the
`n`-th power of the feedback factor. -/
theorem even_step_difference (a b r E : ℝ) (m m' : ℝ × ℝ) (n : ℕ) :
    (dipoleStep a b r E)^[2 * n] m - (dipoleStep a b r E)^[2 * n] m'
      = feedback a b r ^ n • (m - m') := by
  induction n with
  | zero => simp
  | succ n ih =>
    have h : 2 * (n + 1) = 2 * n + 1 + 1 := by ring
    rw [h]
    simp only [Function.iterate_succ_apply']
    rw [two_step_difference, ih, smul_smul, pow_succ']
```

## The self-consistent pair is the only fixed point

Substitution shows that \(m^*\) is fixed when \(q\ne1\); the two `linear_combination` lines do this for the two components. If \(m\) is also fixed, the two-step identity reads \(m-m^*=q(m-m^*)\), so \((1-q)(m-m^*)=0\) and \(m=m^*\).

```lean
/-- If the feedback factor is not one, a dipole pair is unchanged by the update exactly
when it is the pair of self-consistent induced dipoles. -/
theorem fixed_iff {a b r : ℝ} (E : ℝ) (hq : feedback a b r ≠ 1) (m : ℝ × ℝ) :
    dipoleStep a b r E m = m ↔ m = inducedDipoles a b r E := by
  have h1 : 1 - feedback a b r ≠ 0 := sub_ne_zero.mpr (Ne.symm hq)
  have hx : (1 - feedback a b r)⁻¹ * (1 - 4 * a * b / r ^ 6) = 1 := inv_mul_cancel₀ h1
  have hfix : dipoleStep a b r E (inducedDipoles a b r E) = inducedDipoles a b r E := by
    apply Prod.ext <;> simp only [dipoleStep, inducedDipoles]
    · linear_combination (-(a * E)) * hx
    · linear_combination (-(b * E)) * hx
  constructor
  · intro hm
    -- the difference of two fixed points is reproduced with factor `feedback`
    have h := two_step_difference a b r E m (inducedDipoles a b r E)
    rw [hm, hm, hfix, hfix] at h
    have h0 : (1 - feedback a b r) • (m - inducedDipoles a b r E) = 0 := by
      rw [sub_smul, one_smul, ← h, sub_self]
    exact sub_eq_zero.mp ((smul_eq_zero.mp h0).resolve_left h1)
  · rintro rfl
    exact hfix
```

## Convergence below the threshold

The contraction is known at even steps, so the odd steps need a separate argument. If the even and the odd members of a sequence have the same limit, the whole sequence has it: beyond some index, members of both kinds lie in any given neighbourhood.

```lean
/-- A sequence has a limit if its even and odd members have that same limit. -/
theorem tendsto_of_even_of_odd {β : Type*} {l : Filter β} {u : ℕ → β}
    (he : Tendsto (fun n => u (2 * n)) atTop l)
    (ho : Tendsto (fun n => u (2 * n + 1)) atTop l) : Tendsto u atTop l := by
  intro s hs
  obtain ⟨N, hN⟩ := eventually_atTop.mp (he.eventually_mem hs)
  obtain ⟨M, hM⟩ := eventually_atTop.mp (ho.eventually_mem hs)
  refine mem_map.mpr (mem_atTop_sets.mpr ⟨2 * (N + M), fun n hn => ?_⟩)
  obtain ⟨k, hk | hk⟩ := Nat.even_or_odd' n
  · subst hk
    exact hN k (by omega)
  · subst hk
    exact hM k (by omega)
```

Let \(4ab<r^6\), which means \(0<q<1\). Comparing a run with the constant run at \(m^*\) gives

\[
F^{2n}(m)=m^*+q^n(m-m^*)\longrightarrow m^*.
\]

Since \(F^{2n+1}(m)=F^{2n}(F(m))\), the odd steps are the even steps of a run started at \(F(m)\), and they have the same limit. `Tendsto … atTop (𝓝 …)` expresses convergence as the number of updates grows.

```lean
/-- For `4ab < r⁶` the iteration converges from every start to the self-consistent
induced dipoles. -/
theorem tendsto_inducedDipoles {a b r : ℝ} (E : ℝ) (ha : 0 < a) (hb : 0 < b) (hr : 0 < r)
    (h : 4 * a * b < r ^ 6) (m : ℝ × ℝ) :
    Tendsto (fun n => (dipoleStep a b r E)^[n] m) atTop (𝓝 (inducedDipoles a b r E)) := by
  have q0 : 0 ≤ feedback a b r := by unfold feedback; positivity
  have q1 : feedback a b r < 1 := (div_lt_one (pow_pos hr 6)).mpr h
  have hfix := (fixed_iff E q1.ne _).mpr rfl
  have even : ∀ p : ℝ × ℝ, Tendsto (fun n => (dipoleStep a b r E)^[2 * n] p) atTop
      (𝓝 (inducedDipoles a b r E)) := by
    intro p
    have ht := ((tendsto_pow_atTop_nhds_zero_of_lt_one q0 q1).smul_const
      (p - inducedDipoles a b r E)).add_const (inducedDipoles a b r E)
    rw [zero_smul, zero_add] at ht
    refine ht.congr fun n => ?_
    rw [← even_step_difference a b r E, Function.iterate_fixed hfix, sub_add_cancel]
  -- an odd number of updates is an even number applied to the once-updated start
  exact tendsto_of_even_of_odd (even m) (even (dipoleStep a b r E m))
```

## The threshold is sharp

Now let \(q\ge1\), and suppose that every start converges. Let \(L\) and \(K\) be the limits from \((1,0)\) and \((0,0)\). The difference of these two runs is

\[
q^n(1,0)\ \text{ after } 2n \text{ updates},\qquad
q^n\Bigl(0,\tfrac{2b}{r^3}\Bigr)\ \text{ after } 2n+1 \text{ updates}.
\]

Its first component is at least 1 at even steps and 0 at odd steps. The first component of \(L-K\) would then be both at least 1 and at most 0, which are the contradictory bounds `hge` and `hle`.

Below the threshold, adding the two components of \(m^*\) gives the limit of the total dipole:

\[
m_1^*+m_2^*=\frac{E\,(a+b+4ab/r^3)}{1-4ab/r^6}.
\]

The theorem states both parts for any fixed real \(E\), including zero. Its first part says that every start has some limit `L` if and only if \(4ab<r^6\); `L` could in principle depend on the start, and the preceding theorem shows that it does not.

```lean
/-- The dipole iteration converges from every start if and only if `4ab < r⁶`, and then the total
dipole tends to `E (a + b + 4ab/r³) / (1 - 4ab/r⁶)`. -/
theorem polarization_catastrophe {a b r : ℝ} (E : ℝ) (ha : 0 < a) (hb : 0 < b) (hr : 0 < r) :
    ((∀ m, ∃ L, Tendsto (fun n => (dipoleStep a b r E)^[n] m) atTop (𝓝 L))
      ↔ 4 * a * b < r ^ 6) ∧
    (4 * a * b < r ^ 6 → ∀ m, Tendsto
      (fun n => ((dipoleStep a b r E)^[n] m).1 + ((dipoleStep a b r E)^[n] m).2) atTop
      (𝓝 (E * (a + b + 4 * a * b / r ^ 3) / (1 - 4 * a * b / r ^ 6)))) := by
  refine ⟨⟨fun hconv => ?_, fun h m => ⟨_, tendsto_inducedDipoles E ha hb hr h m⟩⟩,
    fun h m => ?_⟩
  · by_contra hn
    have hq : 1 ≤ feedback a b r := (one_le_div (pow_pos hr 6)).mpr (not_lt.mp hn)
    -- compare the runs started at (1, 0) and (0, 0)
    obtain ⟨L, hL⟩ := hconv (1, 0)
    obtain ⟨K, hK⟩ := hconv (0, 0)
    have hd : Tendsto (fun n => ((dipoleStep a b r E)^[n] (1, 0)
        - (dipoleStep a b r E)^[n] (0, 0)).1) atTop (𝓝 (L - K).1) :=
      (continuous_fst.tendsto (L - K)).comp (hL.sub hK)
    have t0 : Tendsto (fun n : ℕ => 2 * n) atTop atTop :=
      tendsto_atTop_mono (fun n => show n ≤ 2 * n by omega) tendsto_id
    have t1 : Tendsto (fun n : ℕ => 2 * n + 1) atTop atTop :=
      tendsto_atTop_mono (fun n => show n ≤ 2 * n + 1 by omega) tendsto_id
    have hge : 1 ≤ (L - K).1 := by
      refine ge_of_tendsto' (hd.comp t0) fun n => ?_
      simp only [Function.comp_apply]
      rw [even_step_difference]
      simpa using one_le_pow₀ hq
    have hle : (L - K).1 ≤ 0 := by
      refine le_of_tendsto' (hd.comp t1) fun n => ?_
      simp only [Function.comp_apply, Function.iterate_succ_apply]
      rw [even_step_difference]
      simp [dipoleStep]
    linarith
  · have ht := tendsto_inducedDipoles E ha hb hr h m
    have hs := ((continuous_fst.tendsto _).comp ht).add ((continuous_snd.tendsto _).comp ht)
    have he : (inducedDipoles a b r E).1 + (inducedDipoles a b r E).2
        = E * (a + b + 4 * a * b / r ^ 3) / (1 - 4 * a * b / r ^ 6) := by
      simp only [inducedDipoles, feedback]
      ring
    rw [he] at hs
    exact hs
```

The Lean name `polarization_catastrophe` borrows a term that usually refers to the static response. As \(r^6\) decreases to \(4ab\), the numerator factor \(a+b+4ab/r^3\) tends to \((\sqrt a+\sqrt b)^2>0\) while the denominator tends to zero from above, so the factor multiplying \(E\) tends to infinity. This limit in \(r\) is read off the formula by hand; the theorems keep \(r\) fixed and follow the iteration.

## Beyond the threshold

For \(q>1\) the fixed point \(m^*\) still exists, but it repels:

\[
\|F^{2n}(m)-m^*\|=q^n\,\|m-m^*\|\longrightarrow\infty
\qquad (m\neq m^*).
\]

The norm on `ℝ × ℝ` is the larger of the two absolute components. For the odd steps the same argument is applied to the start \(F(m)\), which requires \(F(m)\neq m^*\). If \(F(m)\) were equal to \(m^*\), then \(F^2(m)=m^*\) too, and the two-step identity would give \(0=q(m-m^*)\), hence \(m=m^*\).

```lean
/-- For `r⁶ < 4ab` the distance from the self-consistent dipoles tends to infinity from every other
start. -/
theorem error_diverges {a b r : ℝ} (E : ℝ) (hr : 0 < r) (h : r ^ 6 < 4 * a * b)
    {m : ℝ × ℝ} (hm : m ≠ inducedDipoles a b r E) :
    Tendsto (fun n => ‖(dipoleStep a b r E)^[n] m - inducedDipoles a b r E‖) atTop atTop := by
  have q1 : 1 < feedback a b r := (one_lt_div (pow_pos hr 6)).mpr h
  have q0 : 0 < feedback a b r := by linarith
  have hfix := (fixed_iff E q1.ne' _).mpr rfl
  have even : ∀ p : ℝ × ℝ, p ≠ inducedDipoles a b r E → Tendsto
      (fun n => ‖(dipoleStep a b r E)^[2 * n] p - inducedDipoles a b r E‖) atTop atTop := by
    intro p hp
    refine ((tendsto_pow_atTop_atTop_of_one_lt q1).atTop_mul_const
      (norm_pos_iff.mpr (sub_ne_zero.mpr hp))).congr fun n => ?_
    have hn := even_step_difference a b r E p (inducedDipoles a b r E) n
    rw [Function.iterate_fixed hfix] at hn
    rw [hn, norm_smul, Real.norm_of_nonneg (pow_nonneg q0.le n)]
  refine tendsto_of_even_of_odd (even m hm) (even (dipoleStep a b r E m) fun hs => hm ?_)
  -- one update cannot reach the fixed point from elsewhere
  have h2 := two_step_difference a b r E m (inducedDipoles a b r E)
  rw [hs, hfix, hfix, sub_self] at h2
  exact sub_eq_zero.mp ((smul_eq_zero.mp h2.symm).resolve_left q0.ne')
```

## Exactly at the threshold

Let \(q=1\) and \(E\neq0\). Since \(F\) is continuous, any limit \(L\) of the iteration satisfies \(F(L)=L\). Eliminating \(L_2\) as before gives

\[
L_1=aE+\frac{2abE}{r^3}+L_1,
\qquad\text{so}\qquad
E\Bigl(a+\frac{2ab}{r^3}\Bigr)=0.
\]

The bracket is positive and \(E\) is nonzero, so no limit exists, whatever the start. The elimination is the `linear_combination` step in the proof. The condition on the field matters: with \(E=0\), the start \((0,0)\) stays where it is.

```lean
/-- Exactly at `r⁶ = 4ab` and in a nonzero field, the iteration converges from no start. -/
theorem critical_no_convergence {a b r E : ℝ} (ha : 0 < a) (hb : 0 < b) (hr : 0 < r)
    (h : r ^ 6 = 4 * a * b) (hE : E ≠ 0) (m : ℝ × ℝ) :
    ¬ ∃ L, Tendsto (fun n => (dipoleStep a b r E)^[n] m) atTop (𝓝 L) := by
  rintro ⟨L, hL⟩
  have hc : Continuous (dipoleStep a b r E) := by
    unfold dipoleStep
    fun_prop
  -- a limit would be a self-consistent pair
  have hf : dipoleStep a b r E L = L := isFixedPt_of_tendsto_iterate hL hc.continuousAt
  have h1 : a * (E + 2 * L.2 / r ^ 3) = L.1 := congrArg Prod.fst hf
  have h2 : b * (E + 2 * L.1 / r ^ 3) = L.2 := congrArg Prod.snd hf
  have hq : 4 * a * b / r ^ 6 = 1 := by
    rw [← h]
    exact div_self (pow_pos hr 6).ne'
  have h0 : E * (a + 2 * a * b / r ^ 3) = 0 := by
    linear_combination h1 + (2 * a / r ^ 3) * h2 - L.1 * hq
  have hpos : 0 < a + 2 * a * b / r ^ 3 := by positivity
  exact (mul_ne_zero hE hpos.ne') h0

end

end DipoleIteration
```

```lean
#print axioms DipoleIteration.polarization_catastrophe
#print axioms DipoleIteration.error_diverges
#print axioms DipoleIteration.critical_no_convergence
```

```
'DipoleIteration.polarization_catastrophe' depends on axioms: [propext, Classical.choice, Quot.sound]
'DipoleIteration.error_diverges' depends on axioms: [propext, Classical.choice, Quot.sound]
'DipoleIteration.critical_no_convergence' depends on axioms: [propext, Classical.choice, Quot.sound]
```
